# Maximal overlap under a real and an imaginary rotation removes an excitation

Let $\Phi$ be a reference state, $\Psi$ a target state and $X$ an excitation operator with $X^\dagger\Phi=0$. If $|\langle e^{tK}\Phi,\Psi\rangle|$ has a local maximum at $t=0$ for both $K=X-X^\dagger$ and $K=i(X+X^\dagger)$, then $\langle X\Phi,\Psi\rangle=0$: the target has no component along $X\Phi$.

The physical problem is the choice of orbitals. Among all determinants, one looks for the one closest to a correlated wave function $\Psi$. For a wave function in a finite orbital basis, the result says what this maximum-overlap (Brueckner) choice implies for the configuration expansion, one excitation at a time: the singly excited coefficient is zero.

## States, generators and what counts as an excitation

The space `E` is a complex Hilbert space of any dimension, and $X$ is a bounded operator on it.

```lean
import Mathlib

open Filter Topology ComplexConjugate
open ContinuousLinearMap (adjoint)

namespace BruecknerCondition

noncomputable section

variable {E : Type*} [NormedAddCommGroup E] [InnerProductSpace ℂ E] [CompleteSpace E]
```

Both generators are anti-Hermitian, so $e^{tK}$ is unitary and the norm of the reference stays fixed.

```lean
/-- The generator `X - X†` of the real rotation belonging to `X`. -/
def realGen (X : E →L[ℂ] E) : E →L[ℂ] E := X - adjoint X

/-- The generator `i (X + X†)` of the imaginary rotation belonging to `X`. -/
def imagGen (X : E →L[ℂ] E) : E →L[ℂ] E := Complex.I • (X + adjoint X)
```

The function `overlap` uses the true operator exponential. The inner product is conjugate-linear in its first argument, and neither state has to be normalised.

```lean
/-- The modulus of the inner product of `exp(tK) Φ` with `Ψ`, as a function of real `t`. -/
def overlap (K : E →L[ℂ] E) (Φ Ψ : E) (t : ℝ) : ℝ :=
  ‖inner ℂ (NormedSpace.exp ((t : ℂ) • K) Φ) Ψ‖
```

The next definition is needed only for the converse and the examples. Its name is wider than textbook use: an elementary double excitation of a determinant satisfies it too. "Normalised" means that $\|X\Phi\|=\|\Phi\|$.

```lean
/-- `X` acts on `Φ` like a normalised single excitation: `X†` annihilates `Φ`, `X†` undoes the
excitation, and the excitation cannot be made twice. -/
structure IsSingleExcitation (X : E →L[ℂ] E) (Φ : E) : Prop where
  annihilates : adjoint X Φ = 0
  undoes : adjoint X (X Φ) = Φ
  twice : X (X Φ) = 0
```

To reach orbital theory, one takes $\Phi$ to be a determinant and $X=a_a^\dagger a_i$, with $i$ occupied and $a$ empty. That $e^{tK}\Phi$ is then again a determinant is a fact about fermions which the hypotheses do not contain.

## A local maximum, and not only a stationary point

Physically, no small rotation brings the reference closer to $\Psi$. Put $g(t)=\langle\Psi,e^{tK}\Phi\rangle$, which has the same modulus as the overlap. Differentiating the exponential gives
$$g(0)=\langle\Psi,\Phi\rangle,\qquad g'(0)=\langle\Psi,K\Phi\rangle .$$

The Lean proof differentiates in a complex parameter and then restricts it to real values.

```lean
/-- The overlap amplitude `⟨Ψ, exp(tK) Φ⟩` changes at `t = 0` at the rate `⟨Ψ, K Φ⟩`. -/
theorem hasDerivAt_amplitude (K : E →L[ℂ] E) (Φ Ψ : E) :
    HasDerivAt (fun t : ℝ => inner ℂ Ψ (NormedSpace.exp ((t : ℂ) • K) Φ))
      (inner ℂ Ψ (K Φ)) 0 := by
  have h1 := (hasDerivAt_exp_smul_const K (0 : ℂ)).clm_apply (hasDerivAt_const (0 : ℂ) Φ)
  have h2 := (innerSL ℂ Ψ).hasFDerivAt.comp_hasDerivAt (0 : ℂ) h1
  have h3 : HasDerivAt (fun u : ℂ => inner ℂ Ψ (NormedSpace.exp (u • K) Φ))
      (inner ℂ Ψ (K Φ)) ((0 : ℝ) : ℂ) := by
    rw [Complex.ofReal_zero]
    exact h2.congr_deriv (by simp)
  exact h3.comp_ofReal
```

At a local maximum of $|g|$, the square $|g|^2$ is also maximal, so
$$0=\frac{d}{dt}|g|^2\Big|_{0}=2\,\mathrm{Re}\big(\overline{g(0)}\,g'(0)\big).$$
This is empty if $g(0)=0$. In that case, however, the maximum of $|g|$ is zero, so $g$ vanishes in a neighbourhood of $0$, and $g'(0)=0$. The two conclusions of the lemma are these two cases.

```lean
/-- If the modulus of a differentiable complex amplitude `g` has a local maximum at `0`, then
`Re (conj (g 0) g'(0)) = 0`, and `g'(0) = 0` if the amplitude vanishes there. -/
theorem stationary_of_localMax {g : ℝ → ℂ} {g' : ℂ} (hd : HasDerivAt g g' 0)
    (h : ∀ᶠ t in 𝓝 (0 : ℝ), ‖g t‖ ≤ ‖g 0‖) :
    (conj (g 0) * g').re = 0 ∧ (g 0 = 0 → g' = 0) := by
  constructor
  · have hm : IsLocalMax (fun t => ‖g t‖ ^ 2) 0 :=
      h.mono fun t ht => pow_le_pow_left₀ (norm_nonneg _) ht 2
    have h0 := hm.hasDerivAt_eq_zero hd.norm_sq
    simp only [Complex.inner, Complex.mul_re, Complex.conj_re, Complex.conj_im] at h0 ⊢
    linarith
  · -- a vanishing maximum of the modulus forces the amplitude to vanish nearby
    intro h0
    have hz : g =ᶠ[𝓝 0] fun _ => (0 : ℂ) := h.mono fun t ht => by simpa [h0] using ht
    exact hd.unique ((hasDerivAt_const (0 : ℝ) (0 : ℂ)).congr_of_eventuallyEq hz)
```

The second case is why $\langle\Phi,\Psi\rangle\neq0$ need not be assumed. It also shows what the maximum contributes beyond stationarity of $|g|^2$. For a normalised excitation of $\Phi\ne0$ and $\Psi=X\Phi$, the squared overlap is $\|\Phi\|^4\sin^2 t$ under either rotation. It is stationary at $t=0$, yet $\langle X\Phi,\Psi\rangle=\|\Phi\|^2\neq0$.

## Nothing to de-excite: $X^\dagger\Phi=0$

For $X=a_a^\dagger a_i$ this condition holds because orbital $a$ is empty in $\Phi$. By hand, it removes the de-excitation part of each generator:
$$(X-X^\dagger)\Phi=X\Phi,\qquad i(X+X^\dagger)\Phi=iX\Phi .$$

Write $c=\langle\Psi,\Phi\rangle$ and $s=\langle\Psi,X\Phi\rangle$. The two maxima give
$$\mathrm{Re}(\bar c s)=0,\qquad \mathrm{Re}(i\bar c s)=-\mathrm{Im}(\bar c s)=0,$$
hence $\bar c s=0$. If $c\neq0$, then $s=0$. If $c=0$, the vanishing derivative for the real rotation gives $s=0$. Conjugation yields $\langle X\Phi,\Psi\rangle=0$.

In the theorem, `hX` is this condition, and `hre` and `him` are the two maxima. The auxiliary statement `key` applies the previous lemmas to any generator; `k1` and `k2` are the two simplified actions on $\Phi$, where `hX` enters. `Complex.ext` joins the real and imaginary parts, and the final case split treats $c=0$ and $s=0$.

```lean
/-- Brueckner condition: let `X† Φ = 0`. If the overlap of the rotated reference with `Ψ` has a
local maximum in modulus at `t = 0` for both the real and the imaginary rotation, then `Ψ` has
no component along the excitation `X Φ`. -/
theorem brueckner_condition {X : E →L[ℂ] E} {Φ Ψ : E} (hX : adjoint X Φ = 0)
    (hre : IsLocalMax (overlap (realGen X) Φ Ψ) 0)
    (him : IsLocalMax (overlap (imagGen X) Φ Ψ) 0) :
    inner ℂ (X Φ) Ψ = 0 := by
  have key : ∀ K : E →L[ℂ] E, IsLocalMax (overlap K Φ Ψ) 0 →
      (conj (inner ℂ Ψ Φ) * inner ℂ Ψ (K Φ)).re = 0 ∧
        (inner ℂ Ψ Φ = 0 → inner ℂ Ψ (K Φ) = 0) := by
    intro K hK
    have ho : ∀ t, overlap K Φ Ψ t = ‖inner ℂ Ψ (NormedSpace.exp ((t : ℂ) • K) Φ)‖ :=
      fun t => norm_inner_symm _ _
    have h := stationary_of_localMax (hasDerivAt_amplitude K Φ Ψ)
      (hK.mono fun t ht => by rw [ho, ho] at ht; exact ht)
    simpa only [Complex.ofReal_zero, zero_smul, NormedSpace.exp_zero,
      one_apply_eq_self] using h
  have k1 : realGen X Φ = X Φ := by simp [realGen, hX]
  have k2 : imagGen X Φ = Complex.I • X Φ := by simp [imagGen, hX]
  obtain ⟨h1, h0⟩ := key _ hre
  obtain ⟨h2, -⟩ := key _ him
  rw [k1] at h1 h0
  -- the two rotations give the real and imaginary parts of one complex equation
  rw [k2, inner_smul_right, mul_left_comm, Complex.I_mul_re] at h2
  have hprod : conj (inner ℂ Ψ Φ) * inner ℂ Ψ (X Φ) = 0 :=
    Complex.ext h1 (neg_eq_zero.mp h2)
  rw [inner_eq_zero_symm]
  rcases mul_eq_zero.mp hprod with hc | hz
  · exact h0 ((map_eq_zero _).mp hc)
  · exact hz
```

With no condition on $X^\dagger\Phi$, the conclusion can fail. Take $X$ to be the identity and $\Psi=\Phi\neq0$. The first generator is zero and the second produces only a phase, so both overlaps are constant, while $\langle X\Phi,\Psi\rangle=\|\Phi\|^2\neq0$. The number operator of an occupied orbital acts on a determinant in this way.

## Undone once, never made twice: the converse

The conditions $X^\dagger X\Phi=\Phi$ and $XX\Phi=0$ say that de-excitation restores the reference and that the same electron cannot be promoted again. Together with $X^\dagger\Phi=0$, they confine the rotation of $\Phi$ to a plane. With $\chi=X\Phi$ for the real generator and $\chi=iX\Phi$ for the imaginary one,
$$K\Phi=\chi,\qquad K\chi=-\Phi .$$
Thus $K^2\Phi=-\Phi$, and the even and odd terms of the exponential series sum to
$$e^{tK}\Phi=\cos t\,\Phi+\sin t\,\chi .$$

Lean reaches the formula without rearranging the series. It shows that $e^{uK}(\cos u\,a-\sin u\,b)$ has zero derivative whenever $Ka=b$ and $Kb=-a$, so that it equals $a$. Using this for $(\Phi,\chi)$ and $(\chi,-\Phi)$, together with $\cos^2u+\sin^2u=1$, gives the result.

```lean
/-- If `K Φ = χ` and `K χ = -Φ`, then `exp(uK) Φ = cos u Φ + sin u χ` for every complex `u`. -/
theorem exp_rotation {K : E →L[ℂ] E} {Φ χ : E} (h1 : K Φ = χ) (h2 : K χ = -Φ) (u : ℂ) :
    NormedSpace.exp (u • K) Φ = Complex.cos u • Φ + Complex.sin u • χ := by
  -- rotating back and then forth is constant in the angle
  have aux : ∀ a b : E, K a = b → K b = -a →
      NormedSpace.exp (u • K) (Complex.cos u • a - Complex.sin u • b) = a := by
    intro a b ha hb
    have hd : ∀ v : ℂ, HasDerivAt (fun v : ℂ =>
        NormedSpace.exp (v • K) (Complex.cos v • a - Complex.sin v • b)) 0 v := by
      intro v
      have d : HasDerivAt (fun v : ℂ => Complex.cos v • a - Complex.sin v • b)
          (-Complex.sin v • a - Complex.cos v • b) v :=
        ((Complex.hasDerivAt_cos v).smul_const a).fun_sub
          ((Complex.hasDerivAt_sin v).smul_const b)
      have hz : K (Complex.cos v • a - Complex.sin v • b)
          + (-Complex.sin v • a - Complex.cos v • b) = 0 := by
        rw [map_sub, map_smul, map_smul, ha, hb]
        module
      refine ((hasDerivAt_exp_smul_const K v).clm_apply d).congr_deriv ?_
      change NormedSpace.exp (v • K) (K (Complex.cos v • a - Complex.sin v • b))
        + NormedSpace.exp (v • K) (-Complex.sin v • a - Complex.cos v • b) = 0
      rw [← map_add, hz, map_zero]
    have hc := is_const_of_deriv_eq_zero (fun v => (hd v).differentiableAt)
      (fun v => (hd v).deriv) u 0
    simpa using hc
  have e1 := aux Φ χ h1 h2
  have e2 := aux χ (-Φ) h2 (by rw [map_neg, h1])
  have hΦ : Φ = Complex.cos u • (Complex.cos u • Φ - Complex.sin u • χ)
      + Complex.sin u • (Complex.cos u • χ - Complex.sin u • (-Φ)) := by
    calc Φ = (Complex.cos u ^ 2 + Complex.sin u ^ 2) • Φ := by
          rw [Complex.cos_sq_add_sin_sq, one_smul]
      _ = _ := by module
  calc NormedSpace.exp (u • K) Φ = NormedSpace.exp (u • K) _ := congrArg _ hΦ
    _ = _ := by rw [map_add, map_smul, map_smul, e1, e2]
```

If $\langle\chi,\Psi\rangle=0$, the overlap is $|\cos t|\,|\langle\Phi,\Psi\rangle|$, which is largest at $t=0$.

```lean
/-- If `K Φ = χ`, `K χ = -Φ` and `Ψ` is orthogonal to `χ`, then for every real `t` the overlap of
`exp(tK) Φ` with `Ψ` is at most that of `Φ` with `Ψ`, in modulus. -/
theorem overlap_le {K : E →L[ℂ] E} {Φ χ Ψ : E} (h1 : K Φ = χ) (h2 : K χ = -Φ)
    (hχ : inner ℂ χ Ψ = 0) (t : ℝ) : overlap K Φ Ψ t ≤ overlap K Φ Ψ 0 := by
  have ho : ∀ s : ℝ, overlap K Φ Ψ s = |Real.cos s| * ‖inner ℂ Φ Ψ‖ := by
    intro s
    rw [overlap, exp_rotation h1 h2, inner_add_left, inner_smul_left, inner_smul_left, hχ,
      mul_zero, add_zero, norm_mul, RCLike.norm_conj, ← Complex.ofReal_cos,
      Complex.norm_real, Real.norm_eq_abs]
  rw [ho t, ho 0, Real.cos_zero, abs_one]
  exact mul_le_mul_of_nonneg_right (Real.abs_cos_le_one t) (norm_nonneg _)
```

The equivalence combines this bound, applied to each $\chi$, with the main theorem.

```lean
/-- For a normalised single excitation `X` of `Φ`, the overlap with `Ψ` is locally maximal under
both the real and the imaginary rotation exactly when `Ψ` has no component along `X Φ`. -/
theorem brueckner_iff {X : E →L[ℂ] E} {Φ Ψ : E} (hX : IsSingleExcitation X Φ) :
    (IsLocalMax (overlap (realGen X) Φ Ψ) 0 ∧ IsLocalMax (overlap (imagGen X) Φ Ψ) 0) ↔
      inner ℂ (X Φ) Ψ = 0 := by
  refine ⟨fun h => brueckner_condition hX.annihilates h.1 h.2, fun h => ⟨?_, ?_⟩⟩
  · exact Eventually.of_forall (overlap_le (χ := X Φ)
      (by simp [realGen, hX.annihilates]) (by simp [realGen, hX.undoes, hX.twice]) h)
  · exact Eventually.of_forall (overlap_le (χ := Complex.I • X Φ)
      (by simp [imagGen, hX.annihilates])
      (by simp [imagGen, hX.undoes, hX.twice, smul_smul])
      (by rw [inner_smul_left, h, mul_zero]))
```

If $XX\Phi$ is left unrestricted, the converse can fail. In $\mathbb C^3$, let $Xe_0=e_1$, $Xe_1=e_2$, $Xe_2=0$, with $\Phi=e_0$ and $\Psi=e_0+2e_2$. Then $\langle X\Phi,\Psi\rangle=0$, but the real rotation gives $g(t)=1+t^2/2+\cdots$, a local minimum. A spin-summed excitation from a doubly occupied orbital to an empty one likewise has $XX\Phi\neq0$; the main theorem applies to it, the equivalence does not.

Some condition on $X^\dagger X\Phi$ is needed as well. With $Xe_0=Xe_2=e_1$, $Xe_1=0$, $\Phi=e_0$ and $\Psi=e_0-2e_2$, the real rotation again gives a minimum. If instead $X^\dagger X\Phi=\lambda^2\Phi$ with $\lambda>0$, only the angle is rescaled.

The equivalence concerns one excitation at a time. Vanishing singles do not make a determinant the best one overall, since simultaneous rotations can gain overlap through double excitations.

## Both phases of the rotation

The real rotation mixes in $X\Phi$ with a real coefficient, the imaginary one with an imaginary coefficient. By hand, each supplies one part of $\bar c s=0$. To see what the real rotation misses, take a normalised excitation and $\Psi=\Phi+iX\Phi$. Since $\langle X\Phi,\Phi\rangle=\langle\Phi,X^\dagger\Phi\rangle=0$ and $\|X\Phi\|=\|\Phi\|$,
$$\langle\cos t\,\Phi+\sin t\,X\Phi,\;\Phi+iX\Phi\rangle=(\cos t+i\sin t)\|\Phi\|^2=e^{it}\|\Phi\|^2 .$$
The modulus is constant, so $t=0$ is a local maximum, although $\langle X\Phi,\Psi\rangle=i\|\Phi\|^2$. With both states normalised, the overlap is $1/\sqrt2$ and the component is $i/\sqrt2$. The proof computes the same phase in `hp` and the constant modulus in `hc`; $\Phi\neq0$ makes the component nonzero.

```lean
/-- The real rotation alone does not suffice: for a normalised single excitation `X` of `Φ ≠ 0`
and `Ψ = Φ + i X Φ`, the overlap has a local maximum at `t = 0` under the real rotation,
yet `Ψ` has a nonzero component along `X Φ`. -/
theorem real_rotation_insufficient {X : E →L[ℂ] E} {Φ : E} (hX : IsSingleExcitation X Φ)
    (hΦ : Φ ≠ 0) :
    IsLocalMax (overlap (realGen X) Φ (Φ + Complex.I • X Φ)) 0 ∧
      inner ℂ (X Φ) (Φ + Complex.I • X Φ) ≠ 0 := by
  have e1 : inner ℂ (X Φ) Φ = 0 := by
    rw [← ContinuousLinearMap.adjoint_inner_right, hX.annihilates, inner_zero_right]
  have e2 : inner ℂ Φ (X Φ) = 0 := inner_eq_zero_symm.mp e1
  have e3 : inner ℂ (X Φ) (X Φ) = inner ℂ Φ Φ := by
    rw [← ContinuousLinearMap.adjoint_inner_right, hX.undoes]
  -- the overlap only acquires the phase `exp(it)`
  have hc : ∀ t : ℝ, overlap (realGen X) Φ (Φ + Complex.I • X Φ) t = ‖inner ℂ Φ Φ‖ := by
    intro t
    have hp : inner ℂ (Complex.cos t • Φ + Complex.sin t • X Φ) (Φ + Complex.I • X Φ)
        = Complex.exp (t * Complex.I) * inner ℂ Φ Φ := by
      rw [Complex.exp_mul_I]
      simp only [inner_add_left, inner_add_right, inner_smul_left, inner_smul_right, e1, e2, e3,
        ← Complex.ofReal_cos, ← Complex.ofReal_sin, Complex.conj_ofReal]
      ring
    rw [overlap, exp_rotation (χ := X Φ) (by simp [realGen, hX.annihilates])
      (by simp [realGen, hX.undoes, hX.twice]), hp, norm_mul,
      Complex.norm_exp_ofReal_mul_I, one_mul]
  refine ⟨Eventually.of_forall fun t => ((hc t).trans (hc 0).symm).le, ?_⟩
  rw [inner_add_right, inner_smul_right, e1, e3, zero_add]
  exact mul_ne_zero Complex.I_ne_zero (inner_self_ne_zero.mpr hΦ)
```

The imaginary rotation alone fails in the same way for $\Psi=\Phi+X\Phi$. If $c$ and $s$ are both real, as for real wave functions and a real $X$, the real rotation suffices, because $\bar c s$ has no imaginary part.

## One electron in two orbitals

The smallest example with a nonzero excitation is $\mathbb C^2$ with $\Phi=e_0$ and $X=|e_1\rangle\langle e_0|$. Here $X^\dagger=|e_0\rangle\langle e_1|$, so $X^\dagger e_0=0$, $X^\dagger Xe_0=e_0$ and $XXe_0=0$. For $\Psi=\alpha e_0+\beta e_1$, the two maxima hold exactly when $\beta=0$, that is, when the target is a multiple of the reference.

In Lean, `smulRight` builds the operator $v\mapsto\langle e_0,v\rangle e_1$. The proof first finds its adjoint and then checks the three conditions.

```lean
/-- On `ℂ²` the operator `|e₁⟩⟨e₀|` is a normalised single excitation of `e₀`. -/
theorem isSingleExcitation_witness :
    IsSingleExcitation
      ((innerSL ℂ (EuclideanSpace.single (0 : Fin 2) (1 : ℂ))).smulRight
        (EuclideanSpace.single (1 : Fin 2) (1 : ℂ)))
      (EuclideanSpace.single (0 : Fin 2) (1 : ℂ)) := by
  -- the adjoint of `|χ⟩⟨Φ|` is `|Φ⟩⟨χ|`
  have hadj : ∀ a b v : EuclideanSpace ℂ (Fin 2),
      adjoint ((innerSL ℂ a).smulRight b) v = inner ℂ b v • a := by
    intro a b v
    refine ext_inner_left ℂ fun w => ?_
    rw [ContinuousLinearMap.adjoint_inner_right]
    change inner ℂ (inner ℂ a w • b) v = inner ℂ w (inner ℂ b v • a)
    rw [inner_smul_left, inner_smul_right, inner_conj_symm, mul_comm]
  constructor
  · rw [hadj]
    simp [EuclideanSpace.inner_single_left]
  · rw [hadj]
    simp
  · simp [EuclideanSpace.inner_single_left]

end

end BruecknerCondition
```

```lean
#print axioms BruecknerCondition.brueckner_iff
#print axioms BruecknerCondition.real_rotation_insufficient
```

```
'BruecknerCondition.brueckner_iff' depends on axioms: [propext, Classical.choice, Quot.sound]
'BruecknerCondition.real_rotation_insufficient' depends on axioms: [propext, Classical.choice, Quot.sound]
```
